# Bogoliubov quasiparticles in two or more dimensions can emit others at any nonzero momentum magnitude smaller than their own with energy conserved

## Momenta, dispersion and units

A quasiparticle of momentum $q$ decays into two, with momenta $k$ and $q-k$, so momentum conservation is built in. The energy $\varepsilon$ depends only on the magnitude of the momentum. With the particle mass, the sound speed and $\hbar$ set to one, the Bogoliubov dispersion of a homogeneous Bose gas with weak contact repulsion is

$$\varepsilon_B(p)=\sqrt{p^2+p^4/4}.$$

A decay counts only if both products have nonzero momentum: $k\neq 0$ and $k\neq q$.

## Allowed momenta and the emission angle

If $\varepsilon$ is increasing and strictly concave on $[0,\infty)$ with $\varepsilon(0)=0$, the decay is forbidden:

$$\varepsilon(\|q\|)<\varepsilon(\|k\|)+\varepsilon(\|q-k\|).$$

Under these conditions the phase velocity $\varepsilon(p)/p$ falls with momentum.

For $\varepsilon_B$ in two or more dimensions, an energy-conserving decay with $\|k\|=p$ exists exactly when $0<p<\|q\|$. For $\|k\|\le\|q\|$, energy conservation is equivalent to

$$q\cdot k=\frac{\|q\|^2+\|k\|^2}{2}+1-\sqrt{1+\big(\varepsilon_B(\|q\|)-\varepsilon_B(\|k\|)\big)^2}.$$

## Limits and angles in a damping integral

A code that integrates a Beliaev damping rate over continuous momenta, with undamped Bogoliubov energies, can take $0<\|k\|<\|q\|$ as the radial range and compute the angle from the formula, without a root search. Dividing the right-hand side by $\|q\|\,\|k\|$ gives the cosine.

## From curvature to kinematics

**Concave case.** For $x,y>0$, the point $x$ lies between $0$ and $x+y$ with weight $x/(x+y)$ on the latter. Strict concavity and $\varepsilon(0)=0$ give

$$\frac{x}{x+y}\,\varepsilon(x+y)<\varepsilon(x).$$

Adding the same inequality with $x$ and $y$ exchanged gives $\varepsilon(x+y)<\varepsilon(x)+\varepsilon(y)$. Set $x=\|k\|$ and $y=\|q-k\|$. Since $\|q\|\le x+y$ and $\varepsilon$ is increasing, the bound follows.

**Bogoliubov case.** For $p\ge0$, $\varepsilon_B(p)=p\sqrt{1+p^2/4}$. Both factors increase, so for $a,b>0$

$$\varepsilon_B(a)+\varepsilon_B(b)<(a+b)\sqrt{1+(a+b)^2/4}=\varepsilon_B(a+b).$$

Let $0<p<\|q\|$. Parallel emission costs $\varepsilon_B(p)+\varepsilon_B(\|q\|-p)<\varepsilon_B(\|q\|)$. Antiparallel emission costs $\varepsilon_B(p)+\varepsilon_B(\|q\|+p)>\varepsilon_B(\|q\|)$. The final energy is continuous on the connected sphere $\|k\|=p$, so it equals $\varepsilon_B(\|q\|)$ somewhere. Conversely, the second product has positive energy, so $\varepsilon_B(\|k\|)<\varepsilon_B(\|q\|)$ and $\|k\|<\|q\|$.

In one dimension the sphere is two points and existence fails. For $q=2$, $p=1$ the parent has energy $\sqrt8\approx2.83$, while $k=1$ costs $\sqrt5\approx2.24$ and $k=-1$ costs about $6.53$.

**Angle.** Let $r=\|q-k\|$. Then $1+\varepsilon_B(r)^2=(1+r^2/2)^2$. Energy conservation gives $\varepsilon_B(r)=\varepsilon_B(\|q\|)-\varepsilon_B(\|k\|)$; inserting this and $r^2=\|q\|^2+\|k\|^2-2\,q\cdot k$ yields the formula. In reverse, the formula fixes $\varepsilon_B(r)^2$, and $\|k\|\le\|q\|$ selects the nonnegative root.

## The Lean source

```lean
import Mathlib

open Set

namespace BeliaevKinematics

noncomputable section

/-- A strictly concave dispersion that vanishes at zero momentum is strictly subadditive
on positive momenta. -/
theorem strict_subadditive {eps : ℝ → ℝ} (hc : StrictConcaveOn ℝ (Ici 0) eps)
    (h0 : eps 0 = 0) {a b : ℝ} (ha : 0 < a) (hb : 0 < b) :
    eps (a + b) < eps a + eps b := by
  -- the graph lies above the chord from the origin
  have key : ∀ x y : ℝ, 0 < x → 0 < y → x / (x + y) * eps (x + y) < eps x := by
    intro x y hx hy
    have hs : 0 < x + y := add_pos hx hy
    have hw : y / (x + y) + x / (x + y) = 1 := by
      rw [← add_div, add_comm y x, div_self hs.ne']
    have e : x / (x + y) * (x + y) = x := by field_simp
    have h := hc.2 (mem_Ici.2 (le_refl (0 : ℝ))) (mem_Ici.2 hs.le) hs.ne
      (div_pos hy hs) (div_pos hx hs) hw
    simp only [smul_eq_mul, h0, mul_zero, zero_add] at h
    rwa [e] at h
  have h1 := key a b ha hb
  have h2 := key b a hb ha
  rw [add_comm b a] at h2
  have e : a / (a + b) * eps (a + b) + b / (a + b) * eps (a + b) = eps (a + b) := by
    rw [← add_mul, ← add_div, div_self (add_pos ha hb).ne', one_mul]
  linarith

/-- For an increasing, strictly concave dispersion that vanishes at zero momentum, two products with
nonzero momenta `k` and `q - k` together have more energy than the parent of momentum `q`. -/
theorem decay_forbidden_of_concave {E : Type*} [NormedAddCommGroup E] {eps : ℝ → ℝ}
    (hm : MonotoneOn eps (Ici 0)) (hc : StrictConcaveOn ℝ (Ici 0) eps) (h0 : eps 0 = 0)
    {q k : E} (hk : k ≠ 0) (hkq : k ≠ q) :
    eps ‖q‖ < eps ‖k‖ + eps ‖q - k‖ := by
  have h1 : 0 < ‖k‖ := norm_pos_iff.2 hk
  have h2 : 0 < ‖q - k‖ := norm_pos_iff.2 (sub_ne_zero.2 hkq.symm)
  have tri : ‖q‖ ≤ ‖k‖ + ‖q - k‖ := by
    have h := norm_add_le k (q - k)
    rwa [add_sub_cancel] at h
  exact (hm (mem_Ici.2 (norm_nonneg q)) (mem_Ici.2 (add_pos h1 h2).le) tri).trans_lt
    (strict_subadditive hc h0 h1 h2)

/-- The Bogoliubov dispersion of a homogeneous Bose gas, in units where the particle mass,
the sound speed and the reduced Planck constant are one. -/
def bogoliubov (p : ℝ) : ℝ := Real.sqrt (p ^ 2 + p ^ 4 / 4)

/-- The Bogoliubov energy increases strictly with the magnitude of the momentum. -/
theorem bogoliubov_strictMonoOn : StrictMonoOn bogoliubov (Ici 0) := by
  intro a ha b _ hab
  have ha' : 0 ≤ a := ha
  have h2 : a ^ 2 < b ^ 2 := pow_lt_pow_left₀ hab ha' (by norm_num)
  have h4 : a ^ 4 < b ^ 4 := pow_lt_pow_left₀ hab ha' (by norm_num)
  exact Real.sqrt_lt_sqrt (by positivity) (by linarith)

/-- One Bogoliubov quasiparticle has more energy than two whose positive momenta add up to
its own along a line. -/
theorem bogoliubov_superadditive {a b : ℝ} (ha : 0 < a) (hb : 0 < b) :
    bogoliubov a + bogoliubov b < bogoliubov (a + b) := by
  -- the phase velocity is the increasing function √(1 + p²/4)
  have fac : ∀ p : ℝ, 0 < p → bogoliubov p = p * Real.sqrt (1 + p ^ 2 / 4) := by
    intro p hp
    have e : p ^ 2 + p ^ 4 / 4 = p ^ 2 * (1 + p ^ 2 / 4) := by ring
    rw [bogoliubov, e, Real.sqrt_mul (sq_nonneg p), Real.sqrt_sq hp.le]
  have h1 : Real.sqrt (1 + a ^ 2 / 4) < Real.sqrt (1 + (a + b) ^ 2 / 4) :=
    Real.sqrt_lt_sqrt (by positivity) (by nlinarith [mul_pos ha hb, mul_pos hb hb])
  have h2 : Real.sqrt (1 + b ^ 2 / 4) < Real.sqrt (1 + (a + b) ^ 2 / 4) :=
    Real.sqrt_lt_sqrt (by positivity) (by nlinarith [mul_pos ha hb, mul_pos ha ha])
  rw [fac a ha, fac b hb, fac (a + b) (add_pos ha hb), add_mul]
  exact add_lt_add (mul_lt_mul_of_pos_left h1 ha) (mul_lt_mul_of_pos_left h2 hb)

variable {E : Type*} [NormedAddCommGroup E] [InnerProductSpace ℝ E]

/-- In two or more dimensions, a Bogoliubov quasiparticle of momentum `q` can emit one of
momentum magnitude `p`, with both products of nonzero momentum and energy exactly conserved,
if and only if `0 < p < ‖q‖`. -/
theorem beliaev_decay_iff (hE : 1 < Module.rank ℝ E) (q : E) (p : ℝ) :
    (∃ k : E, ‖k‖ = p ∧ k ≠ 0 ∧ k ≠ q ∧
      bogoliubov ‖q‖ = bogoliubov ‖k‖ + bogoliubov ‖q - k‖) ↔ 0 < p ∧ p < ‖q‖ := by
  have z : bogoliubov 0 = 0 := by simp [bogoliubov]
  constructor
  · rintro ⟨k, rfl, hk, hkq, he⟩
    refine ⟨norm_pos_iff.2 hk, ?_⟩
    have hr : 0 < ‖q - k‖ := norm_pos_iff.2 (sub_ne_zero.2 hkq.symm)
    have h := bogoliubov_strictMonoOn (mem_Ici.2 le_rfl) (mem_Ici.2 hr.le) hr
    rw [z] at h
    exact (bogoliubov_strictMonoOn.lt_iff_lt (mem_Ici.2 (norm_nonneg k))
      (mem_Ici.2 (norm_nonneg q))).1 (by linarith)
  · rintro ⟨hp, hpq⟩
    have hQ : 0 < ‖q‖ := hp.trans hpq
    have e : p / ‖q‖ * ‖q‖ = p := by field_simp
    have hc : 0 ≤ p / ‖q‖ := by positivity
    have hc1 : 0 ≤ 1 - p / ‖q‖ := sub_nonneg.2 ((div_le_one hQ).2 hpq.le)
    have n1 : ‖(p / ‖q‖) • q‖ = p := by
      rw [norm_smul, Real.norm_of_nonneg hc, e]
    have n2 : ‖q - (p / ‖q‖) • q‖ = ‖q‖ - p := by
      have h : q - (p / ‖q‖) • q = (1 - p / ‖q‖) • q := by rw [sub_smul, one_smul]
      rw [h, norm_smul, Real.norm_of_nonneg hc1, sub_mul, one_mul, e]
    have n3 : ‖q - -((p / ‖q‖) • q)‖ = ‖q‖ + p := by
      have h : q - -((p / ‖q‖) • q) = (1 + p / ‖q‖) • q := by
        rw [add_smul, one_smul, sub_neg_eq_add]
      rw [h, norm_smul, Real.norm_of_nonneg (by positivity), add_mul, one_mul, e]
    -- parallel emission leaves energy over, antiparallel emission lacks energy
    have lo : bogoliubov p + bogoliubov ‖q - (p / ‖q‖) • q‖ ≤ bogoliubov ‖q‖ := by
      have h := bogoliubov_superadditive hp (sub_pos.2 hpq)
      rw [add_sub_cancel] at h
      rw [n2]
      exact h.le
    have hi : bogoliubov ‖q‖ ≤ bogoliubov p + bogoliubov ‖q - -((p / ‖q‖) • q)‖ := by
      rw [n3]
      have h := bogoliubov_superadditive hQ hp
      have h' : 0 ≤ bogoliubov p := Real.sqrt_nonneg _
      linarith
    have cont : Continuous (fun k : E => bogoliubov p + bogoliubov ‖q - k‖) := by
      unfold bogoliubov
      fun_prop
    -- the sphere of emitted momenta is connected
    obtain ⟨k, hk, hk'⟩ := (isPreconnected_sphere hE (0 : E) p).intermediate_value
      (mem_sphere_zero_iff_norm.2 n1)
      (mem_sphere_zero_iff_norm.2 ((norm_neg _).trans n1)) cont.continuousOn ⟨lo, hi⟩
    have hn : ‖k‖ = p := mem_sphere_zero_iff_norm.1 hk
    have he : bogoliubov p + bogoliubov ‖q - k‖ = bogoliubov ‖q‖ := hk'
    refine ⟨k, hn, norm_pos_iff.1 (hn ▸ hp), ?_, by rw [hn, he]⟩
    rintro rfl
    exact hpq.ne hn.symm

/-- In every energy-conserving decay into two Bogoliubov quasiparticles of nonzero momentum,
the triangle inequality between the three momenta is strict. -/
theorem beliaev_not_collinear {F : Type*} [NormedAddCommGroup F] {q k : F}
    (hk : k ≠ 0) (hkq : k ≠ q)
    (he : bogoliubov ‖q‖ = bogoliubov ‖k‖ + bogoliubov ‖q - k‖) :
    ‖q‖ < ‖k‖ + ‖q - k‖ := by
  have h1 : 0 < ‖k‖ := norm_pos_iff.2 hk
  have h2 : 0 < ‖q - k‖ := norm_pos_iff.2 (sub_ne_zero.2 hkq.symm)
  have h := bogoliubov_superadditive h1 h2
  rw [← he] at h
  exact (bogoliubov_strictMonoOn.lt_iff_lt (mem_Ici.2 (norm_nonneg q))
    (mem_Ici.2 (add_pos h1 h2).le)).1 h

/-- For `‖k‖ ≤ ‖q‖`, energy is conserved exactly when the scalar product of the parent and
emitted momenta has the stated value, a function of their magnitudes alone. -/
theorem beliaev_angle {q k : E} (hkq : ‖k‖ ≤ ‖q‖) :
    bogoliubov ‖q‖ = bogoliubov ‖k‖ + bogoliubov ‖q - k‖ ↔
      inner ℝ q k = (‖q‖ ^ 2 + ‖k‖ ^ 2) / 2 + 1
        - Real.sqrt (1 + (bogoliubov ‖q‖ - bogoliubov ‖k‖) ^ 2) := by
  -- inversion of the dispersion relation
  have inv : Real.sqrt (1 + bogoliubov ‖q - k‖ ^ 2) = 1 + ‖q - k‖ ^ 2 / 2 := by
    have e : 1 + bogoliubov ‖q - k‖ ^ 2 = (1 + ‖q - k‖ ^ 2 / 2) ^ 2 := by
      rw [bogoliubov, Real.sq_sqrt (by positivity)]
      ring
    rw [e, Real.sqrt_sq (by positivity)]
  have hn := norm_sub_sq_real q k
  constructor
  · intro he
    have hd : bogoliubov ‖q‖ - bogoliubov ‖k‖ = bogoliubov ‖q - k‖ := by linarith
    rw [hd, inv]
    linarith
  · intro ha
    have hs : Real.sqrt (1 + bogoliubov ‖q - k‖ ^ 2)
        = Real.sqrt (1 + (bogoliubov ‖q‖ - bogoliubov ‖k‖) ^ 2) := by
      rw [inv]
      linarith
    have h2 := (Real.sqrt_inj (by positivity) (by positivity)).1 hs
    have hd : 0 ≤ bogoliubov ‖q‖ - bogoliubov ‖k‖ :=
      sub_nonneg.2 (bogoliubov_strictMonoOn.monotoneOn (mem_Ici.2 (norm_nonneg k))
        (mem_Ici.2 (norm_nonneg q)) hkq)
    have hr : 0 ≤ bogoliubov ‖q - k‖ := Real.sqrt_nonneg _
    have h3 := (sq_eq_sq₀ hr hd).1 (by linarith)
    linarith

end

end BeliaevKinematics
```

```lean
#print axioms BeliaevKinematics.decay_forbidden_of_concave
#print axioms BeliaevKinematics.beliaev_decay_iff
#print axioms BeliaevKinematics.beliaev_not_collinear
#print axioms BeliaevKinematics.beliaev_angle
```

```
'BeliaevKinematics.decay_forbidden_of_concave' depends on axioms: [propext, Classical.choice, Quot.sound]
'BeliaevKinematics.beliaev_decay_iff' depends on axioms: [propext, Classical.choice, Quot.sound]
'BeliaevKinematics.beliaev_not_collinear' depends on axioms: [propext, Classical.choice, Quot.sound]
'BeliaevKinematics.beliaev_angle' depends on axioms: [propext, Classical.choice, Quot.sound]
```

## How the theorems read, and where they stop

`Ici 0` is $[0,\infty)$, and `bogoliubov` is $\varepsilon_B$. `decay_forbidden_of_concave` holds in any normed additive group. `beliaev_decay_iff` and `beliaev_angle` use a real inner product space `E`; the former also assumes `1 < Module.rank ℝ E`, dimension at least two.

In `strict_subadditive`, `key` is the chord inequality. In `bogoliubov_superadditive`, `fac` is the factorisation. `beliaev_decay_iff` takes its two endpoint energies from `lo` and `hi` and applies the intermediate value theorem through `isPreconnected_sphere`. In `beliaev_angle`, `inv` inverts the dispersion.

`beliaev_not_collinear` combines superadditivity with `bogoliubov_strictMonoOn` to show that $\|q\|<\|k\|+\|q-k\|$ in every allowed decay. In an inner product space this rules out products moving in the same direction.

These are statements about kinematics: the dispersion is taken as given, and no matrix element, thermal occupation or damping rate appears. Momenta are continuous, so on the discrete grid of a periodic box an exactly energy-conserving $k$ need not exist.
